# The Landau free energy (t/2)Q² + (b/4)Q⁴ − EQ with t, b > 0 has zero-field susceptibility dQ/dE = 1/t

The Landau free energy here is F(Q) = (t/2)Q² + (b/4)Q⁴ − EQ, for one real order parameter Q in a conjugate field E, with t and b both positive. The theorem `zero_field_susceptibility` says that if Q(E) is a stationary point of F for every real E, then the function Q(E) is differentiable at E = 0 with derivative 1/t. Continuity of the response is not assumed; the attempt derives it from the bound |Q(E)| ≤ |E|/t, which comes from the equation of state tQ + bQ³ = E. It then obtains the slope by treating Q(E) as a local inverse of the function x ↦ tx + bx³, whose derivative at the origin is t.

The first attempt, which Lean rejects:

```lean
import Mathlib

open Filter Topology

namespace ZeroFieldSusceptibility

noncomputable section

/-- The Landau free energy of an order parameter `Q` with quadratic coefficient `t`,
quartic coefficient `b` and conjugate field `E`. -/
def freeEnergy (t b E Q : ℝ) : ℝ := t / 2 * Q ^ 2 + b / 4 * Q ^ 4 - E * Q

/-- `Q` is a stationary point of the Landau free energy in the field `E`. -/
def IsStationary (t b E Q : ℝ) : Prop := HasDerivAt (freeEnergy t b E) 0 Q

/-- Stationarity of the free energy is the equation of state `t Q + b Q³ = E`. -/
theorem isStationary_iff (t b E Q : ℝ) :
    IsStationary t b E Q ↔ t * Q + b * Q ^ 3 = E := by
  have hd : HasDerivAt (freeEnergy t b E) (t * Q + b * Q ^ 3 - E) Q := by
    have h := (((hasDerivAt_pow 2 Q).const_mul (t / 2)).fun_add
      ((hasDerivAt_pow 4 Q).const_mul (b / 4))).fun_sub ((hasDerivAt_id' Q).const_mul E)
    exact h.congr_deriv (by norm_num; ring)
  constructor
  · intro h
    have h0 := HasDerivAt.unique h hd
    linarith
  · intro h
    exact hd.congr_deriv (by linarith)

/-- For `t, b > 0` the zero-field susceptibility, the slope at `E = 0` of the response
`E ↦ Q(E)` of the stationary order parameter, is `1/t`. -/
theorem zero_field_susceptibility {t b : ℝ} (ht : 0 < t) (hb : 0 < b) (Q : ℝ → ℝ)
    (hQ : ∀ E, IsStationary t b E (Q E)) : HasDerivAt Q (1 / t) 0 := by
  have h : ∀ E, t * Q E + b * Q E ^ 3 = E := fun E => (isStationary_iff t b E _).1 (hQ E)
  have hbound : ∀ E, ‖Q E‖ ≤ |E| / t := by
    intro E
    have hp : 0 < t + b * Q E ^ 2 := by positivity
    have h1 : |E| = |Q E| * (t + b * Q E ^ 2) := by
      rw [← abs_of_pos hp, ← abs_mul, abs_of_pos hp]
      congr 1
      linear_combination -(h E)
    have h2 : 0 ≤ |Q E| * (b * Q E ^ 2) := by positivity
    rw [Real.norm_eq_abs, le_div_iff₀ ht, h1]
    linarith
  have h0 : Q 0 = 0 := by
    have h1 := hbound 0
    rw [abs_zero, zero_div] at h1
    exact norm_le_zero_iff.1 h1
  have hcont : ContinuousAt Q 0 := by
    have hlim : Tendsto (fun E : ℝ => |E| / t) (𝓝 0) (𝓝 0) := by
      have hc : Continuous (fun E : ℝ => |E| / t) := continuous_abs.div_const t
      simpa using hc.tendsto 0
    unfold ContinuousAt
    rw [h0]
    exact squeeze_zero_norm hbound hlim
  -- the response inverts the equation of state, whose slope at the origin is `t`
  have hf : HasDerivAt (fun x : ℝ => t * x + b * x ^ 3) t (Q 0) := by
    have h1 := ((hasDerivAt_id' (Q 0)).const_mul t).fun_add
      ((hasDerivAt_pow 3 (Q 0)).const_mul b)
    exact h1.congr_deriv (by simp [h0])
  rw [one_div]
  exact HasDerivAt.of_local_left_inverse hcont hf ht.ne' (Eventually.of_forall h)

end

end ZeroFieldSusceptibility
```

The error:

```
Main.lean:39:38: error: Tactic `rewrite` failed: Did not find an occurrence of the pattern
  |t + b * Q E ^ 2|
in the target expression
  |E| = |Q E * (t + b * Q E ^ 2)|

t b : ℝ
ht : 0 < t
hb : 0 < b
Q : ℝ → ℝ
hQ : ∀ (E : ℝ), IsStationary t b E (Q E)
h : ∀ (E : ℝ), t * Q E + b * Q E ^ 3 = E
E : ℝ
hp : 0 < t + b * Q E ^ 2
⊢ |E| = |Q E * (t + b * Q E ^ 2)|
```

Fix (accepted with no message):

```diff
@@ -37,5 +37,5 @@
     have hp : 0 < t + b * Q E ^ 2 := by positivity
     have h1 : |E| = |Q E| * (t + b * Q E ^ 2) := by
-      rw [← abs_of_pos hp, ← abs_mul, abs_of_pos hp]
+      rw [← abs_of_pos hp, ← abs_mul]
       congr 1
       linear_combination -(h E)
```

What went wrong. The error is in the proof of `h1`, the identity |E| = |Q(E)|·(t + bQ(E)²) used for the bound. The first rewrite, `← abs_of_pos hp`, puts absolute value bars round the positive factor `t + b * Q E ^ 2`. The second, `← abs_mul`, merges the product of two absolute values into the single `|Q E * (t + b * Q E ^ 2)|`. The third, `abs_of_pos hp`, then looks for `|t + b * Q E ^ 2|`, but the bars now enclose the whole product and that term no longer occurs, so `rw` fails.

The repair deletes the third rewrite, which was not needed. The goal left by the first two has an absolute value on each side, so `congr 1` can reduce it to `E = Q E * (t + b * Q E ^ 2)`. This is the equation of state `h E`, rearranged, and `linear_combination -(h E)` proves it.
